# Under the smooth gauge change u ↦ exp(iθ)u, the Berry phase of a smooth path of unit vectors from a to b falls by θ(b) − θ(a)

The theorem `berryPhase_gauge` concerns a continuously differentiable path u of unit vectors in a complex inner product space, whose Berry phase from a to b is the integral of the connection i⟨u, u′⟩. If each u(t) is multiplied by exp(iθ(t)), with θ real and continuously differentiable, the Berry phase falls by θ(b) − θ(a). The path need not be closed, and no Hamiltonian enters. The proof takes from an earlier lemma that the connection falls by θ′ at each point, then integrates, using the fundamental theorem of calculus for θ.

The failing Lean file:

```lean
import Mathlib

open scoped Real ComplexConjugate

namespace BerryPhaseGauge

noncomputable section

variable {H : Type*} [NormedAddCommGroup H] [InnerProductSpace ℂ H]

/-- The Berry connection `A = i ⟨u, u'⟩` of a path of states `u`. -/
def berryConnection (u : ℝ → H) (t : ℝ) : ℂ :=
  Complex.I * inner ℂ (u t) (deriv u t)

/-- The Berry phase: the integral of the Berry connection from `a` to `b`. -/
def berryPhase (u : ℝ → H) (a b : ℝ) : ℂ :=
  ∫ t in a..b, berryConnection u t

/-- The phase factor `exp(i θ(t))`. -/
def phaseFactor (θ : ℝ → ℝ) (t : ℝ) : ℂ :=
  Complex.exp ((θ t : ℂ) * Complex.I)

/-- The gauge transformation `u ↦ exp(i θ) u`. -/
def gauge (θ : ℝ → ℝ) (u : ℝ → H) (t : ℝ) : H :=
  phaseFactor θ t • u t

/-- A phase factor has modulus one. -/
theorem conj_phaseFactor_mul (θ : ℝ → ℝ) (t : ℝ) :
    conj (phaseFactor θ t) * phaseFactor θ t = 1 := by
  rw [mul_comm, Complex.mul_conj, Complex.normSq_eq_norm_sq, phaseFactor,
    Complex.norm_exp_ofReal_mul_I]
  simp

/-- The phase factor of a differentiable angle has derivative `exp(i θ) i θ'`. -/
theorem hasDerivAt_phaseFactor {θ : ℝ → ℝ} {θ' t : ℝ} (h : HasDerivAt θ θ' t) :
    HasDerivAt (phaseFactor θ) (phaseFactor θ t * ((θ' : ℂ) * Complex.I)) t :=
  (h.ofReal_comp.mul_const Complex.I).cexp

/-- Where `u` is normalised and `u` and `θ` are differentiable, the gauge transformation
`u ↦ exp(i θ) u` changes the Berry connection from `A` to `A - θ'`. -/
theorem berryConnection_gauge {u : ℝ → H} {θ : ℝ → ℝ} {t : ℝ}
    (hu : DifferentiableAt ℝ u t) (hθ : DifferentiableAt ℝ θ t) (hn : ‖u t‖ = 1) :
    berryConnection (gauge θ u) t = berryConnection u t - ((deriv θ t : ℝ) : ℂ) := by
  have hd : HasDerivAt (gauge θ u) _ t :=
    (hasDerivAt_phaseFactor hθ.hasDerivAt).smul hu.hasDerivAt
  have h1 : inner ℂ (u t) (u t) = (1 : ℂ) := by
    rw [inner_self_eq_norm_sq_to_K, hn]
    simp
  rw [berryConnection, berryConnection, hd.deriv]
  simp only [gauge, inner_add_right, inner_smul_left, inner_smul_right, h1]
  -- the phase factors cancel, and `i * i = -1` gives the sign of the shift
  linear_combination (Complex.I * inner ℂ (u t) (deriv u t)
    + ((deriv θ t : ℝ) : ℂ) * Complex.I ^ 2) * conj_phaseFactor_mul θ t
    + ((deriv θ t : ℝ) : ℂ) * Complex.I_sq

/-- For a continuously differentiable path of unit vectors and a continuously differentiable
angle `θ`, the gauge transformation lowers the Berry phase by `θ(b) - θ(a)`. -/
theorem berryPhase_gauge {u : ℝ → H} {θ : ℝ → ℝ} (hu : ContDiff ℝ 1 u)
    (hθ : ContDiff ℝ 1 θ) (hn : ∀ t, ‖u t‖ = 1) (a b : ℝ) :
    berryPhase (gauge θ u) a b = berryPhase u a b - ((θ b : ℂ) - (θ a : ℂ)) := by
  obtain ⟨hu1, hu2⟩ := contDiff_one_iff_deriv.1 hu
  obtain ⟨hθ1, hθ2⟩ := contDiff_one_iff_deriv.1 hθ
  have hA : Continuous (berryConnection u) :=
    continuous_const.mul (continuous_inner.comp (hu1.continuous.prodMk hu2))
  have hθc : Continuous (fun t => (deriv θ t : ℂ)) := Complex.continuous_ofReal.comp hθ2
  -- fundamental theorem of calculus for the angle
  have hint : ∫ t in a..b, (deriv θ t : ℂ) = (θ b : ℂ) - (θ a : ℂ) :=
    intervalIntegral.integral_eq_sub_of_hasDerivAt (f := fun t => (θ t : ℂ))
      (fun t _ => (hθ1 t).hasDerivAt.ofReal_comp) (hθc.intervalIntegrable a b)
  unfold berryPhase
  rw [← hint, ← intervalIntegral.integral_sub (hA.intervalIntegrable a b)
    (hθc.intervalIntegrable a b)]
  exact intervalIntegral.integral_congr
    (fun t _ => berryConnection_gauge (hu1 t) (hθ1 t) (hn t))

end

end BerryPhaseGauge
```

Compiling this gives:

```
Main.lean:65:54: error: Type mismatch
  Continuous.comp Complex.continuous_ofReal hθ2
has type
  Continuous (Complex.ofReal ∘ deriv θ)
but is expected to have type
  Continuous fun t => deriv ?m.152 t
```

What went wrong. The message says that the proof given for `hθc` shows the continuity of `Complex.ofReal ∘ deriv θ`, the real derivative carried into ℂ, while the stated type is about `deriv ?m.152 t`, with no coercion outside the derivative. In `(deriv θ t : ℂ)` the expected type ℂ reached `deriv` itself, so Lean looked for a complex-valued function to differentiate. The real-valued `θ` did not fit, and the function was still an unknown, `?m.152`, when the types were compared.

Writing `((deriv θ t : ℝ) : ℂ)` makes Lean take the derivative in ℝ first and coerce the result, which is what `Complex.continuous_ofReal.comp hθ2` proves. The integrand in `hint` was written in the same way and open to the same misreading, though no message concerns it; the same change makes it the function of `hθc`. The binder type in `fun t : ℝ` only spells out what `θ` already fixes, and the line break is tidying.

The repair, with which the file compiles:

```diff
@@ -63,7 +63,8 @@
   have hA : Continuous (berryConnection u) :=
     continuous_const.mul (continuous_inner.comp (hu1.continuous.prodMk hu2))
-  have hθc : Continuous (fun t => (deriv θ t : ℂ)) := Complex.continuous_ofReal.comp hθ2
+  have hθc : Continuous (fun t : ℝ => ((deriv θ t : ℝ) : ℂ)) :=
+    Complex.continuous_ofReal.comp hθ2
   -- fundamental theorem of calculus for the angle
-  have hint : ∫ t in a..b, (deriv θ t : ℂ) = (θ b : ℂ) - (θ a : ℂ) :=
+  have hint : ∫ t in a..b, ((deriv θ t : ℝ) : ℂ) = (θ b : ℂ) - (θ a : ℂ) :=
     intervalIntegral.integral_eq_sub_of_hasDerivAt (f := fun t => (θ t : ℂ))
       (fun t _ => (hθ1 t).hasDerivAt.ofReal_comp) (hθc.intervalIntegrable a b)
```
